# Normal Modes of a Chain of Equal Masses and Springs between Fixed Walls

To follow the vibration of a harmonic chain of equal masses and equal springs, clamped at both ends, one can expand the initial displacements and velocities in sine waves, let each coefficient oscillate at its own frequency, and add the waves up again. This works because the sine waves are eigenvectors of the force-constant matrix, are mutually orthogonal, and are as many as the atoms.

## Masses, springs and walls

Take $N$ atoms of mass $m$ in a row. Neighbouring atoms are joined by springs of constant $K$, and the two end atoms are tied to rigid walls by the same springs. The constant $K$ stands for the curvature of the bond potential at its minimum.

Number the atoms $j = 0, \dots, N-1$ and let $u_j$ be the displacement of atom $j$ along the chain. With $u_{-1} = u_N = 0$ for the walls, Newton's equation reads
$$m\ddot u_j = K(u_{j+1}-u_j) - K(u_j-u_{j-1}) = -K\,(2u_j - u_{j-1} - u_{j+1}).$$
The bracket is $(Du)_j$, where $D$ is the $N\times N$ matrix with $2$ on the diagonal and $-1$ beside it.

## Standing waves and their eigenvalues

For $k = 0, \dots, N-1$ define
$$q_k = \frac{(k+1)\pi}{N+1}, \qquad s^{(k)}_j = \sin\big((j+1)q_k\big), \qquad \lambda_k = 4\sin^2\frac{q_k}{2}.$$
The usual mode and site numbers, which start at 1, are $k+1$ and $j+1$. In the Lean file these objects are `phase`, `mode` and `eigenvalue`, and $D$ is `chain N`. The type `Fin N` labels both atoms and modes, which is why counting starts at 0.

The main statements are these:

- `fixed_chain_modes`: every $s^{(k)}$ is nonzero and satisfies $Ds^{(k)} = \lambda_k s^{(k)}$ with $\lambda_k > 0$, and different $k$ give different $\lambda_k$ (`Function.Injective`).
- `spectrum_complete`: a real number $\mu$ has a nonzero real eigenvector of $D$ exactly when $\mu$ is one of the $\lambda_k$.
- `modes_orthogonal`: $s^{(k)}\cdot s^{(l)} = 0$ for $k \neq l$.
- `motion_newton`: for $K, m > 0$ and any real amplitude $A$ and initial phase $\varphi$, the motion $A\cos(\omega_k t+\varphi)\,s^{(k)}_j$ with $\omega_k = 2\sqrt{K/m}\,\sin(q_k/2)$ obeys Newton's equation for every atom at all times. Velocity and acceleration appear as functions `v` and `a`, tied to the motion by `HasDerivAt`.

The matrix is dimensionless, and the squared angular frequency is $\omega_k^2 = (K/m)\lambda_k$. The force law $-KDu$ is the model itself: harmonic springs, nearest neighbours only, equal masses, motion in one dimension. The dynamical theorem treats one mode at a time and does not address superpositions.

The vectors `mode N k` are not normalised. A geometric sum, which is not part of the file, gives $\sum_j \big(s^{(k)}_j\big)^2 = (N+1)/2$, so the unit vectors have components $\sqrt{2/(N+1)}\,\sin((j+1)q_k)$.

Within this harmonic nearest-neighbour model, the formula gives exact angular frequencies against which a program that computes normal modes from force constants and masses can be tested. The program must keep the walls fixed, because periodic boundary conditions allow a different set of phases. Up to a shift and a scale, $D$ is also the Hückel matrix of an open linear chain of identical atoms with equal couplings between neighbours.

## From the second difference to the spectrum

**Action of the matrix.** Let $f$ be a function on the positions $0, \dots, N+1$ with $f(0) = f(N+1) = 0$, and put $u_j = f(j+1)$. Then
$$(Du)_j = 2f(j+1) - f(j) - f(j+2),$$
also for the end atoms, where the missing matrix entry would have multiplied zero.

**Eigenvector equation.** From $\sin(x-q)+\sin(x+q) = 2\sin x\cos q$ and $1-\cos q = 2\sin^2(q/2)$,
$$2\sin x - \sin(x-q) - \sin(x+q) = 2(1-\cos q)\sin x = 4\sin^2\frac q2\,\sin x.$$
The function $f(n) = \sin(nq_k)$ vanishes at $n=0$, and at $n = N+1$ because $(N+1)q_k = (k+1)\pi$. Setting $x = (j+1)q_k$ and $q = q_k$ gives $Ds^{(k)} = \lambda_k s^{(k)}$.

**Nonzero, positive, distinct.** Since $0 < k+1 < N+1$, we have $0 < q_k < \pi$. Hence $s^{(k)}_0 = \sin q_k > 0$, and the mode is not the zero vector. The half-angles $q_k/2$ lie in $(0,\pi/2)$ and grow with $k$. The sine is positive and increasing there, so the $\lambda_k$ are positive and strictly increasing.

**Nothing else in the spectrum.** Eigenvectors with distinct eigenvalues are linearly independent: in a shortest vanishing combination, applying $D$ and subtracting one eigenvalue times the combination would leave a shorter one. An eigenvalue different from all $\lambda_k$ would therefore give $N+1$ independent vectors in an $N$-dimensional space, which is impossible.

**Orthogonality.** Because $D$ is symmetric,
$$\lambda_l\, s^{(k)}\cdot s^{(l)} = s^{(k)}\cdot Ds^{(l)} = Ds^{(k)}\cdot s^{(l)} = \lambda_k\, s^{(k)}\cdot s^{(l)},$$
and $\lambda_k \ne \lambda_l$ forces the product to vanish.

**Frequencies.** For $u_j(t) = A\cos(\omega_k t+\varphi)s^{(k)}_j$, two time derivatives give $m\ddot u_j = -m\omega_k^2u_j$, while the springs give $-K(Du)_j = -K\lambda_k u_j$. The two agree because $m\omega_k^2 = 4K\sin^2(q_k/2) = K\lambda_k$.

## One atom and two atoms

For $N=1$ the only phase is $q_0 = \pi/2$, so $\lambda_0 = 4\cdot\tfrac12 = 2$ and $\omega_0 = \sqrt{2K/m}$: a single mass held by two springs.

For $N=2$ the phases are $\pi/3$ and $2\pi/3$, with eigenvalues $1$ and $3$. The normalised modes are $(1,1)/\sqrt2$, in which the middle spring keeps its length, and $(1,-1)/\sqrt2$, in which it is stretched and compressed.

## The Lean file

```lean
import Mathlib

open Matrix

namespace FixedMonatomicChain

noncomputable section

/-- Dimensionless force-constant matrix of `N` equal masses between fixed walls:
2 on the diagonal and -1 between nearest neighbours. -/
def chain (N : ℕ) : Matrix (Fin N) (Fin N) ℝ :=
  Matrix.of fun i j => (if i = j then 2 else 0)
    - (if (j : ℕ) + 1 = (i : ℕ) then 1 else 0) - (if (i : ℕ) + 1 = (j : ℕ) then 1 else 0)

/-- Phase advance per site of a standing wave; the index `k = 0, ..., N - 1` stands for
the mode number `k + 1`. -/
def phase (N : ℕ) (k : Fin N) : ℝ := ((k : ℕ) + 1) * Real.pi / (N + 1)

/-- Standing-wave displacement pattern; the index `j` stands for the site number `j + 1`. -/
def mode (N : ℕ) (k : Fin N) : Fin N → ℝ :=
  fun j => Real.sin (((j : ℕ) + 1) * phase N k)

/-- The number `4 sin² (q / 2)` for the phase advance `q` of mode `k`. -/
def eigenvalue (N : ℕ) (k : Fin N) : ℝ := 4 * Real.sin (phase N k / 2) ^ 2

/-- On a displacement profile that vanishes at both walls, the chain matrix acts as the
negative second difference. -/
theorem chain_mulVec (N : ℕ) (f : ℕ → ℝ) (h0 : f 0 = 0) (hN : f (N + 1) = 0) (i : Fin N) :
    (chain N *ᵥ fun j : Fin N => f ((j : ℕ) + 1)) i
      = 2 * f ((i : ℕ) + 1) - f (i : ℕ) - f ((i : ℕ) + 2) := by
  have hi := i.isLt
  -- the left neighbour, or the left wall
  have h1 : ∑ j : Fin N, (if (j : ℕ) + 1 = (i : ℕ) then f ((j : ℕ) + 1) else 0) = f (i : ℕ) := by
    rcases Nat.eq_zero_or_pos (i : ℕ) with h | h
    · rw [h, h0]
      exact Finset.sum_eq_zero (fun j _ => if_neg (by omega))
    · rw [Finset.sum_eq_single (⟨(i : ℕ) - 1, by omega⟩ : Fin N)]
      · have e : (i : ℕ) - 1 + 1 = i := by omega
        show (if (i : ℕ) - 1 + 1 = (i : ℕ) then f ((i : ℕ) - 1 + 1) else 0) = f (i : ℕ)
        rw [if_pos e, e]
      · intro j _ hj
        apply if_neg
        intro h'
        apply hj
        apply Fin.ext
        show (j : ℕ) = (i : ℕ) - 1
        omega
      · intro h'
        exact absurd (Finset.mem_univ _) h'
  -- the right neighbour, or the right wall
  have h2 : ∑ j : Fin N, (if (i : ℕ) + 1 = (j : ℕ) then f ((j : ℕ) + 1) else 0)
      = f ((i : ℕ) + 2) := by
    by_cases h : (i : ℕ) + 1 < N
    · rw [Finset.sum_eq_single (⟨(i : ℕ) + 1, h⟩ : Fin N)]
      · exact if_pos rfl
      · intro j _ hj
        apply if_neg
        intro h'
        exact hj (Fin.ext h'.symm)
      · intro h'
        exact absurd (Finset.mem_univ _) h'
    · have e : (i : ℕ) + 2 = N + 1 := by omega
      rw [e, hN]
      refine Finset.sum_eq_zero (fun j _ => if_neg ?_)
      have hj := j.isLt
      omega
  have h3 : ∑ j : Fin N, (if i = j then 2 * f ((j : ℕ) + 1) else 0) = 2 * f ((i : ℕ) + 1) := by
    simp
  rw [← h1, ← h2, ← h3, ← Finset.sum_sub_distrib, ← Finset.sum_sub_distrib]
  simp only [Matrix.mulVec, dotProduct, chain, Matrix.of_apply]
  refine Finset.sum_congr rfl (fun j _ => ?_)
  split_ifs <;> ring

/-- The negative second difference of a sine wave is `4 sin² (q / 2)` times the wave. -/
theorem sine_second_difference (x q : ℝ) :
    2 * Real.sin x - Real.sin (x - q) - Real.sin (x + q)
      = 4 * Real.sin (q / 2) ^ 2 * Real.sin x := by
  have h := Real.cos_two_mul (q / 2)
  have e : 2 * (q / 2) = q := by ring
  rw [e] at h
  have hc : Real.cos q = 1 - 2 * Real.sin (q / 2) ^ 2 := by
    linarith [Real.sin_sq_add_cos_sq (q / 2)]
  rw [Real.sin_sub, Real.sin_add, hc]
  ring

/-- The phase advance per site of every mode lies strictly between 0 and π. -/
theorem phase_bounds (N : ℕ) (k : Fin N) : 0 < phase N k ∧ phase N k < Real.pi := by
  have hk : ((k : ℕ) : ℝ) < N := by exact_mod_cast k.isLt
  have hp := Real.pi_pos
  unfold phase
  refine ⟨by positivity, ?_⟩
  rw [div_lt_iff₀ (by positivity)]
  nlinarith [mul_lt_mul_of_pos_right hk hp]

/-- The eigenvalues increase strictly with the mode number. -/
theorem eigenvalue_strictMono (N : ℕ) : StrictMono (eigenvalue N) := by
  intro k l hkl
  have h : ((k : ℕ) : ℝ) < ((l : ℕ) : ℝ) := by exact_mod_cast hkl
  have hq : phase N k < phase N l :=
    div_lt_div_of_pos_right (mul_lt_mul_of_pos_right (by linarith) Real.pi_pos) (by positivity)
  obtain ⟨k0, k1⟩ := phase_bounds N k
  obtain ⟨l0, l1⟩ := phase_bounds N l
  have hs : 0 < Real.sin (phase N k / 2) :=
    Real.sin_pos_of_pos_of_lt_pi (by linarith) (by linarith)
  have hlt : Real.sin (phase N k / 2) < Real.sin (phase N l / 2) :=
    Real.sin_lt_sin_of_lt_of_le_pi_div_two (by linarith) (by linarith) (by linarith)
  unfold eigenvalue
  nlinarith

/-- The standing waves of the fixed-end chain are nonzero eigenvectors of its matrix, with
positive and pairwise distinct eigenvalues `4 sin² (q / 2)`. -/
theorem fixed_chain_modes (N : ℕ) :
    (∀ k, mode N k ≠ 0 ∧ chain N *ᵥ mode N k = eigenvalue N k • mode N k ∧ 0 < eigenvalue N k)
      ∧ Function.Injective (eigenvalue N) := by
  refine ⟨fun k => ?_, (eigenvalue_strictMono N).injective⟩
  obtain ⟨q0, q1⟩ := phase_bounds N k
  refine ⟨fun h => ?_, ?_, ?_⟩
  · -- the first atom is displaced
    have h' := congrFun h ⟨0, by have := k.isLt; omega⟩
    have hs := Real.sin_pos_of_pos_of_lt_pi q0 q1
    simp [mode] at h'
    linarith
  · ext i
    -- the wave has a node at the right wall
    have hw : ((N + 1 : ℕ) : ℝ) * phase N k = (((k : ℕ) + 1 : ℕ) : ℝ) * Real.pi := by
      unfold phase
      push_cast
      field_simp
    have key : (chain N *ᵥ mode N k) i = 2 * Real.sin (((i : ℕ) + 1) * phase N k)
        - Real.sin ((i : ℕ) * phase N k) - Real.sin (((i : ℕ) + 2) * phase N k) := by
      have h := chain_mulVec N (fun n : ℕ => Real.sin ((n : ℝ) * phase N k)) (by simp)
        (by
          show Real.sin (((N + 1 : ℕ) : ℝ) * phase N k) = 0
          rw [hw]
          exact Real.sin_nat_mul_pi _) i
      push_cast at h
      exact h
    have d := sine_second_difference (((i : ℕ) + 1) * phase N k) (phase N k)
    have e1 : (((i : ℕ) : ℝ) + 1) * phase N k - phase N k = (i : ℕ) * phase N k := by ring
    have e2 : (((i : ℕ) : ℝ) + 1) * phase N k + phase N k = ((i : ℕ) + 2) * phase N k := by ring
    rw [e1, e2] at d
    rw [key, d]
    rfl
  · have hs : 0 < Real.sin (phase N k / 2) :=
      Real.sin_pos_of_pos_of_lt_pi (by linarith) (by linarith)
    unfold eigenvalue
    positivity

/-- A real number is an eigenvalue of the chain matrix exactly when it is one of the `N`
standing-wave values. -/
theorem spectrum_complete (N : ℕ) (μ : ℝ) :
    (∃ v : Fin N → ℝ, v ≠ 0 ∧ chain N *ᵥ v = μ • v) ↔ ∃ k, μ = eigenvalue N k := by
  obtain ⟨hm, hinj⟩ := fixed_chain_modes N
  constructor
  · rintro ⟨v, hv, hμ⟩
    by_contra hne
    push Not at hne
    -- a further eigenvalue would give N + 1 independent vectors in dimension N
    have hli := Module.End.eigenvectors_linearIndependent' (chain N).mulVecLin
      (fun o : Option (Fin N) => o.elim μ (eigenvalue N))
      (by
        rintro (_ | a) (_ | b) hab
        · rfl
        · exact absurd hab (hne b)
        · exact absurd hab.symm (hne a)
        · exact congrArg some (hinj hab))
      (fun o => o.elim v (mode N))
      (by
        rintro (_ | a)
        · exact ⟨Module.End.mem_eigenspace_iff.mpr hμ, hv⟩
        · exact ⟨Module.End.mem_eigenspace_iff.mpr (hm a).2.1, (hm a).1⟩)
    have hc := hli.fintype_card_le_finrank
    simp at hc
  · rintro ⟨k, rfl⟩
    exact ⟨mode N k, (hm k).1, (hm k).2.1⟩

/-- Two different standing waves are orthogonal. -/
theorem modes_orthogonal (N : ℕ) {k l : Fin N} (hkl : k ≠ l) : mode N k ⬝ᵥ mode N l = 0 := by
  obtain ⟨hm, hinj⟩ := fixed_chain_modes N
  have hsymm : (chain N)ᵀ = chain N := by
    ext i j
    by_cases h : i = j
    · subst h
      rfl
    · simp only [Matrix.transpose_apply, chain, Matrix.of_apply]
      rw [if_neg h, if_neg (Ne.symm h)]
      ring
  -- move the symmetric matrix from one factor to the other
  have h : mode N k ⬝ᵥ (chain N *ᵥ mode N l) = (chain N *ᵥ mode N k) ⬝ᵥ mode N l := by
    rw [Matrix.dotProduct_mulVec, ← Matrix.mulVec_transpose, hsymm]
  rw [(hm k).2.1, (hm l).2.1, dotProduct_smul, smul_dotProduct, smul_eq_mul, smul_eq_mul] at h
  have h0 : (eigenvalue N k - eigenvalue N l) * (mode N k ⬝ᵥ mode N l) = 0 := by linarith
  exact (mul_eq_zero.mp h0).resolve_left (sub_ne_zero.mpr (fun e => hkl (hinj e)))

/-- Angular frequency `2 √(K/m) sin (q / 2)` for spring constant `K` and mass `m`. -/
def frequency (N : ℕ) (K m : ℝ) (k : Fin N) : ℝ :=
  2 * Real.sqrt (K / m) * Real.sin (phase N k / 2)

/-- Displacements at time `t` of a standing wave with amplitude `A` and initial phase `φ`. -/
def motion (N : ℕ) (K m A φ : ℝ) (k : Fin N) (t : ℝ) : Fin N → ℝ :=
  fun j => A * Real.cos (frequency N K m k * t + φ) * mode N k j

/-- Each oscillating standing wave obeys Newton's equation: every atom has a velocity `v` and
an acceleration `a`, and `m a` is the harmonic force of the springs. -/
theorem motion_newton (N : ℕ) {K m : ℝ} (hK : 0 < K) (hm : 0 < m) (A φ : ℝ) (k j : Fin N) :
    ∃ v a : ℝ → ℝ, ∀ t, HasDerivAt (fun s => motion N K m A φ k s j) (v t) t
      ∧ HasDerivAt v (a t) t ∧ m * a t = -K * (chain N *ᵥ motion N K m A φ k t) j := by
  set w := frequency N K m k with hw
  refine ⟨fun t => -(A * w) * Real.sin (w * t + φ) * mode N k j,
    fun t => -(A * w ^ 2) * Real.cos (w * t + φ) * mode N k j, fun t => ?_⟩
  have h : HasDerivAt (fun s : ℝ => w * s + φ) w t :=
    (((hasDerivAt_id' t).const_mul w).add_const φ).congr_deriv (mul_one w)
  refine ⟨?_, ?_, ?_⟩
  · exact ((h.cos.const_mul A).mul_const (mode N k j)).congr_deriv (by ring)
  · exact ((h.sin.const_mul (-(A * w))).mul_const (mode N k j)).congr_deriv (by ring)
  · -- the dispersion relation balances inertia and spring force
    have hd : m * w ^ 2 = K * eigenvalue N k := by
      have hs : Real.sqrt (K / m) ^ 2 = K / m := Real.sq_sqrt (div_pos hK hm).le
      have hmK : m * (K / m) = K := by field_simp
      rw [hw]
      unfold frequency eigenvalue
      rw [mul_pow, mul_pow, hs]
      linear_combination (4 * Real.sin (phase N k / 2) ^ 2) * hmK
    have hu : motion N K m A φ k t = (A * Real.cos (w * t + φ)) • mode N k := rfl
    rw [hu, Matrix.mulVec_smul, ((fixed_chain_modes N).1 k).2.1]
    simp only [Pi.smul_apply, smul_eq_mul]
    linear_combination (-(A * Real.cos (w * t + φ) * mode N k j)) * hd

end

end FixedMonatomicChain
```

```lean
#print axioms FixedMonatomicChain.fixed_chain_modes
#print axioms FixedMonatomicChain.spectrum_complete
#print axioms FixedMonatomicChain.modes_orthogonal
#print axioms FixedMonatomicChain.motion_newton
```

```
'FixedMonatomicChain.fixed_chain_modes' depends on axioms: [propext, Classical.choice, Quot.sound]
'FixedMonatomicChain.spectrum_complete' depends on axioms: [propext, Classical.choice, Quot.sound]
'FixedMonatomicChain.modes_orthogonal' depends on axioms: [propext, Classical.choice, Quot.sound]
'FixedMonatomicChain.motion_newton' depends on axioms: [propext, Classical.choice, Quot.sound]
```

## How the proof follows the derivation

`chain_mulVec` is the action of the matrix. The matrix-vector product is a sum over all atoms, and the proof evaluates its three parts separately. `h1` is the left neighbour, `h2` the right neighbour and `h3` the diagonal. In `h1` and `h2` a case distinction separates an actual neighbour, where one term of the sum survives, from a wall, where every term of the sum is zero and the boundary value `h0` or `hN` makes the other side zero as well. The three sums are then merged and compared term by term.

`sine_second_difference` is the trigonometric identity. It writes $\cos q$ as $1-2\sin^2(q/2)$, expands the sines of the sum and difference, and leaves the algebra to `ring`.

`phase_bounds` proves $0<q_k<\pi$ from $k<N$. `eigenvalue_strictMono` uses these bounds to place the half-angles where the sine increases, and its final `nlinarith` passes from the ordering of positive sines to the ordering of their squares.

`fixed_chain_modes` assembles these results. A vanishing mode is refuted at atom 0. For the eigenvector equation, `hw` records $(N+1)q_k = (k+1)\pi$, which gives the node at the right wall. `key` applies `chain_mulVec` to the sine, and `d` is the identity at $x=(j+1)q_k$, with the atom called `i` in the code.

`spectrum_complete` carries out the counting argument. The type `Option (Fin N)` has one element more than `Fin N`: `none` labels the supposed extra eigenvalue `μ` with its vector `v`, and `some k` labels the standing wave $k$. Mathlib's theorem on eigenvectors with distinct eigenvalues makes this family independent, and comparing its size with the dimension gives the contradiction. The converse direction exhibits the standing wave.

`modes_orthogonal` first checks that the matrix equals its transpose (`hsymm`), then moves it from one factor of the dot product to the other. The result is $(\lambda_k-\lambda_l)\,s^{(k)}\cdot s^{(l)}=0$, whose first factor is nonzero by injectivity.

`motion_newton` supplies the velocity and acceleration explicitly and verifies both derivatives with the chain rule. The step `hd` is $m\omega_k^2 = K\lambda_k$; the positivity of `K` and `m` is used there to square the root and cancel the mass. The eigenvector equation then turns the spring force into a multiple of the displacement, and `linear_combination` matches it with $m$ times the acceleration.
